# Spurious binding in a noninteracting dimer and its exact removal by counterpoise

Take two distinguishable monomers that do not interact. Compute each variationally in its own small basis, then compute the dimer with a larger common basis, containing both small ones, available to each monomer. Subtracting the monomer energies from the dimer energy can give a negative number: apparent binding without any interaction. For this noninteracting, finite-dimensional model of basis-set superposition error, the theorems below show when the binding appears and that counterpoise, which computes both monomers in the dimer basis, removes it exactly.

```lean
import Mathlib

open Matrix
open scoped Kronecker

namespace BasisSetSuperposition

noncomputable section

variable {ι m n : Type*} [Fintype ι] [DecidableEq ι] [Fintype m] [DecidableEq m]
  [Fintype n] [DecidableEq n]
```

The finite types `ι`, `m` and `n` label coordinates, so a state is a function such as `ι → ℂ`, a complex vector.

```lean
/-- The squared norm of a state vector. -/
def sqNorm (x : ι → ℂ) : ℝ := ∑ i, ‖x i‖ ^ 2
```

This is $N(x)=\sum_i|x_i|^2$. States need not be normalised.

```lean
/-- The real part of `⟨x, H x⟩`, the (unnormalised) energy of the state `x`. -/
def energy (H : Matrix ι ι ℂ) (x : ι → ℂ) : ℝ := (star x ⬝ᵥ (H *ᵥ x)).re
```

This is $E_H(x)=\mathrm{Re}\,\langle x,Hx\rangle$; the energy expectation value of a nonzero state is $E_H(x)/N(x)$. In Lean, `star` conjugates, `⬝ᵥ` is the dot product and `*ᵥ` applies a matrix to a vector.

```lean
/-- `E` is a Ritz value of `H` on `U` if the Schrödinger equation projected on `U` has a
nonzero solution in `U` with energy `E`. -/
def IsRitzValue (H : Matrix ι ι ℂ) (U : Submodule ℂ (ι → ℂ)) (E : ℝ) : Prop :=
  ∃ x ∈ U, x ≠ 0 ∧ ∀ y ∈ U, star y ⬝ᵥ (H *ᵥ x) = (E : ℂ) * (star y ⬝ᵥ x)
```

A basis enters only through its span, the subspace $U$. The real number $E$ is a Ritz value if some nonzero $x\in U$ satisfies $\langle y,Hx\rangle=E\langle y,x\rangle$ for all $y\in U$.

```lean
/-- The lowest Ritz value of a Hermitian `H` on a nonzero subspace `U`. -/
def lowestRitz (H : Matrix ι ι ℂ) (U : Submodule ℂ (ι → ℂ)) : ℝ :=
  sInf {E | IsRitzValue H U E}
```

Write $\lambda_H(U)$ for the infimum of the Ritz values. For Hermitian $H$ and nonzero $U$ it is attained, as proved below.

```lean
/-- The Hamiltonian `A ⊗ 1 + 1 ⊗ B` of two monomers that do not interact. -/
def dimer (A : Matrix m m ℂ) (B : Matrix n n ℂ) : Matrix (m × n) (m × n) ℂ :=
  A ⊗ₖ (1 : Matrix n n ℂ) + (1 : Matrix m m ℂ) ⊗ₖ B
```

The dimer Hamiltonian is $D=A\otimes1+1\otimes B$. The monomers are distinguishable: there is no coupling and no antisymmetrisation between them.

```lean
/-- The product state `x ⊗ y`. -/
def productState (x : m → ℂ) (y : n → ℂ) : m × n → ℂ := fun p => x p.1 * y p.2
```

The product state has components $x_iy_j$.

```lean
/-- The space `V ⊗ W` spanned by the product states. -/
def productSpace (V : Submodule ℂ (m → ℂ)) (W : Submodule ℂ (n → ℂ)) :
    Submodule ℂ (m × n → ℂ) :=
  Submodule.span ℂ {Ψ | ∃ x ∈ V, ∃ y ∈ W, Ψ = productState x y}
```

If $V$ and $W$ both have dimension at least two, the span also contains entangled combinations of their product states.

```lean
/-- The interaction energy: dimer in the basis `W ⊗ W`, minus the monomers in the bases
`WA` and `WB`. The counterpoise correction is the choice `WA = WB = W`. -/
def interactionEnergy (A B : Matrix n n ℂ) (W WA WB : Submodule ℂ (n → ℂ)) : ℝ :=
  lowestRitz (dimer A B) (productSpace W W) - lowestRitz A WA - lowestRitz B WB
```

The interaction energy is $\lambda_D(W\otimes W)-\lambda_A(W_A)-\lambda_B(W_B)$, with `WA` and `WB` for $W_A$ and $W_B$.

```lean
omit [DecidableEq ι] in
/-- The squared norm is the real part of `⟨x, x⟩`, and it is positive for a nonzero state. -/
theorem sqNorm_spec (x : ι → ℂ) :
    (star x ⬝ᵥ x).re = sqNorm x ∧ (x ≠ 0 → 0 < sqNorm x) := by
  constructor
  · unfold sqNorm dotProduct
    rw [Complex.re_sum]
    refine Finset.sum_congr rfl fun i _ => ?_
    rw [Complex.sq_norm, Complex.normSq_apply]
    simp
  · intro hx
    obtain ⟨i, hi⟩ := Function.ne_iff.mp hx
    exact Finset.sum_pos' (fun j _ => by positivity)
      ⟨i, Finset.mem_univ i, pow_pos (norm_pos_iff.mpr hi) 2⟩
```

Here $\langle x,x\rangle=N(x)$, which is positive for $x\neq0$.

```lean
omit [DecidableEq ι] in
/-- Multiplying a state by `c` multiplies its unnormalised energy by `|c|²`. -/
theorem energy_smul (H : Matrix ι ι ℂ) (c : ℂ) (x : ι → ℂ) :
    energy H (c • x) = ‖c‖ ^ 2 * energy H x := by
  have h : star c * c = ((‖c‖ ^ 2 : ℝ) : ℂ) := by
    rw [Complex.sq_norm, Complex.star_def, mul_comm, Complex.mul_conj]
  have e : star (c • x) ⬝ᵥ (H *ᵥ (c • x))
      = ((‖c‖ ^ 2 : ℝ) : ℂ) * (star x ⬝ᵥ (H *ᵥ x)) := by
    simp only [star_smul, Matrix.mulVec_smul, smul_dotProduct, dotProduct_smul, smul_eq_mul]
    linear_combination (star x ⬝ᵥ (H *ᵥ x)) * h
  rw [energy, e, Complex.re_ofReal_mul, energy]
```

Scaling gives $E_H(cx)=|c|^2E_H(x)$. For $H=1$ this reads $N(cx)=|c|^2N(x)$, so any nonzero state can be normalised by choosing $|c|^2=1/N(x)$.

```lean
omit [DecidableEq ι] in
/-- Energy of a varied state `x + t y` with real `t`, for Hermitian `H`. -/
theorem energy_add {H : Matrix ι ι ℂ} (hH : H.IsHermitian) (x y : ι → ℂ) (t : ℝ) :
    energy H (x + (t : ℂ) • y)
      = energy H x + 2 * t * (star y ⬝ᵥ (H *ᵥ x)).re + t ^ 2 * energy H y := by
  have h : star x ⬝ᵥ (H *ᵥ y) = star (star y ⬝ᵥ (H *ᵥ x)) := by
    rw [← Matrix.star_dotProduct, Matrix.star_mulVec, hH.eq, ← Matrix.dotProduct_mulVec]
  have hr : (star x ⬝ᵥ (H *ᵥ y)).re = (star y ⬝ᵥ (H *ᵥ x)).re := by
    rw [h, Complex.star_def, Complex.conj_re]
  simp only [energy, star_add, star_smul, Matrix.mulVec_add, Matrix.mulVec_smul,
    add_dotProduct, dotProduct_add, smul_dotProduct, dotProduct_smul, smul_eq_mul,
    Complex.star_def, Complex.conj_ofReal, Complex.add_re, Complex.re_ofReal_mul]
  rw [hr]
  ring
```

For Hermitian $H$ and real $t$, the two cross terms are complex conjugates, hence
$$E_H(x+ty)=E_H(x)+2t\,\mathrm{Re}\langle y,Hx\rangle+t^2E_H(y).$$

```lean
/-- Rayleigh–Ritz principle: for Hermitian `H` and nonzero `U` the lowest Ritz value is itself a
Ritz value, and its product with the squared norm of any vector in `U` is at most the unnormalised
energy of that vector. -/
theorem rayleigh_ritz {H : Matrix ι ι ℂ} (hH : H.IsHermitian)
    {U : Submodule ℂ (ι → ℂ)} (hU : U ≠ ⊥) :
    IsRitzValue H U (lowestRitz H U) ∧
      ∀ x ∈ U, lowestRitz H U * sqNorm x ≤ energy H x := by
  have hone : ∀ z : ι → ℂ, energy 1 z = sqNorm z := fun z => by
    rw [energy, Matrix.one_mulVec, (sqNorm_spec z).1]
  -- every nonzero state can be normalised
  have hscale : ∀ z : ι → ℂ, z ≠ 0 → ∃ c : ℂ, ‖c‖ ^ 2 * sqNorm z = 1 := fun z hz => by
    have hN := (sqNorm_spec z).2 hz
    refine ⟨(((√(sqNorm z))⁻¹ : ℝ) : ℂ), ?_⟩
    rw [Complex.norm_real, Real.norm_eq_abs, sq_abs, inv_pow, Real.sq_sqrt hN.le,
      inv_mul_cancel₀ hN.ne']
  have hsm : ∀ (c : ℂ) (z : ι → ℂ), sqNorm (c • z) = ‖c‖ ^ 2 * sqNorm z := fun c z => by
    rw [← hone, energy_smul, hone]
  -- the normalised states of `U` form a compact set, so the energy has a minimiser
  have hS : IsCompact {z : ι → ℂ | z ∈ U ∧ sqNorm z = 1} := by
    refine Metric.isCompact_of_isClosed_isBounded ?_ ?_
    · have hc : Continuous (sqNorm : (ι → ℂ) → ℝ) := by
        unfold sqNorm
        fun_prop
      exact (Submodule.closed_of_finiteDimensional U).inter (isClosed_eq hc continuous_const)
    · refine (Metric.isBounded_closedBall (x := (0 : ι → ℂ)) (r := 1)).subset ?_
      rintro z ⟨_, hz⟩
      rw [mem_closedBall_zero_iff, pi_norm_le_iff_of_nonneg zero_le_one]
      intro i
      have h : ‖z i‖ ^ 2 ≤ sqNorm z := Finset.single_le_sum (f := fun i => ‖z i‖ ^ 2)
        (fun i _ => by positivity) (Finset.mem_univ i)
      rw [hz] at h
      nlinarith [norm_nonneg (z i)]
  have hcont : Continuous (energy H) := by
    unfold energy
    simp only [dotProduct, Matrix.mulVec, Pi.star_apply]
    fun_prop
  obtain ⟨z, hz, hz0⟩ := Submodule.exists_mem_ne_zero_of_ne_bot hU
  obtain ⟨c, hc⟩ := hscale z hz0
  obtain ⟨x, ⟨hx, hx1⟩, hm⟩ := hS.exists_isMinOn
    ⟨c • z, U.smul_mem c hz, (hsm c z).trans hc⟩ hcont.continuousOn
  have hmin : ∀ y ∈ U, energy H x * sqNorm y ≤ energy H y := by
    intro y hy
    by_cases hy0 : y = 0
    · subst hy0
      simp [energy, sqNorm]
    · obtain ⟨d, hd⟩ := hscale y hy0
      have h := isMinOn_iff.mp hm (d • y) ⟨U.smul_mem d hy, (hsm d y).trans hd⟩
      rw [energy_smul] at h
      calc energy H x * sqNorm y ≤ ‖d‖ ^ 2 * energy H y * sqNorm y :=
            mul_le_mul_of_nonneg_right h ((sqNorm_spec y).2 hy0).le
        _ = ‖d‖ ^ 2 * sqNorm y * energy H y := by ring
        _ = energy H y := by rw [hd, one_mul]
  -- the first variation vanishes at the minimiser
  have hre : ∀ y ∈ U, (star y ⬝ᵥ (H *ᵥ x)).re = energy H x * (star y ⬝ᵥ x).re := by
    intro y hy
    obtain ⟨r, hr⟩ : ∃ r, r = (star y ⬝ᵥ (H *ᵥ x)).re - energy H x * (star y ⬝ᵥ x).re :=
      ⟨_, rfl⟩
    obtain ⟨k, hk⟩ : ∃ k, k = energy H y - energy H x * sqNorm y := ⟨_, rfl⟩
    have hk0 : 0 ≤ k := by linarith [hmin y hy]
    have h : ∀ t : ℝ, 0 ≤ 2 * t * r + t ^ 2 * k := by
      intro t
      have h0 := hmin (x + (t : ℂ) • y) (U.add_mem hx (U.smul_mem _ hy))
      have e := energy_add Matrix.isHermitian_one x y t
      simp only [hone, Matrix.one_mulVec] at e
      rw [energy_add hH, e, hx1] at h0
      rw [hr, hk]
      linarith
    have h1 := h (-r / (k + 1))
    have hk1 : k + 1 ≠ 0 := by positivity
    have e : 2 * (-r / (k + 1)) * r + (-r / (k + 1)) ^ 2 * k
        = -(r ^ 2 * (k + 2) / (k + 1) ^ 2) := by
      field_simp
      ring
    rw [e] at h1
    have hr0 : r = 0 := by
      by_contra hne
      have : 0 < r ^ 2 * (k + 2) / (k + 1) ^ 2 := by positivity
      linarith
    linarith
  have hritz : IsRitzValue H U (energy H x) := by
    refine ⟨x, hx, fun h0 => by simp [h0, sqNorm] at hx1, fun y hy => Complex.ext ?_ ?_⟩
    · rw [Complex.re_ofReal_mul]
      exact hre y hy
    · -- the direction `i y` gives the imaginary part
      have h := hre (Complex.I • y) (U.smul_mem _ hy)
      simp only [star_smul, smul_dotProduct, smul_eq_mul, Complex.star_def, Complex.conj_I,
        neg_mul, Complex.neg_re, Complex.I_mul_re, neg_neg] at h
      rw [Complex.im_ofReal_mul]
      exact h
  have hleast : IsLeast {E | IsRitzValue H U E} (energy H x) := by
    refine ⟨hritz, ?_⟩
    rintro F ⟨y, hy, hy0, hF⟩
    have h := hmin y hy
    rw [energy.eq_def H y, hF y hy, Complex.re_ofReal_mul, (sqNorm_spec y).1] at h
    exact le_of_mul_le_mul_right h ((sqNorm_spec y).2 hy0)
  have hl : lowestRitz H U = energy H x := hleast.csInf_eq
  rw [hl]
  exact ⟨hritz, hmin⟩
```

The hypothesis `hU : U ≠ ⊥` says that $U$ is nonzero. Its normalised states form a compact set (`hS`), so the energy has a minimiser $x$ there, with $N(x)=1$ and $\varepsilon=E_H(x)$. Scaling gives $\varepsilon N(y)\le E_H(y)$ for all $y\in U$ (`hmin`).

Apply this to $x+ty$. With
$$r=\mathrm{Re}\langle y,Hx\rangle-\varepsilon\,\mathrm{Re}\langle y,x\rangle,\qquad k=E_H(y)-\varepsilon N(y)\ge0,$$
it reads $0\le2tr+t^2k$. Choosing $t=-r/(k+1)$ gives $0\le-r^2(k+2)/(k+1)^2$, so $r=0$ (`hre`). Replacing $y$ by $iy$ gives the imaginary part, and $x$ solves the projected equation (`hritz`).

If $F$ is another Ritz value with vector $y$, then $FN(y)=E_H(y)\ge\varepsilon N(y)$, so $F\ge\varepsilon$ (`hleast`). Thus $\lambda_H(U)=\varepsilon$.

```lean
/-- Enlarging a nonzero basis space cannot raise the lowest Ritz value of a Hermitian `H`. -/
theorem lowestRitz_anti {H : Matrix ι ι ℂ} (hH : H.IsHermitian)
    {U V : Submodule ℂ (ι → ℂ)} (hU : U ≠ ⊥) (hUV : U ≤ V) :
    lowestRitz H V ≤ lowestRitz H U := by
  obtain ⟨x, hx, hx0, hE⟩ := (rayleigh_ritz hH hU).1
  have h := (rayleigh_ritz hH (ne_bot_of_le_ne_bot hU hUV)).2 x (hUV hx)
  rw [energy, hE x hx, Complex.re_ofReal_mul, (sqNorm_spec x).1] at h
  exact le_of_mul_le_mul_right h ((sqNorm_spec x).2 hx0)
```

For subspaces, `U ≤ V` means $U\subseteq V$. The lowest Ritz vector $x$ of $U$ is a trial state in $V$, so $\lambda_H(V)N(x)\le E_H(x)=\lambda_H(U)N(x)$. Divide by $N(x)>0$.

```lean
omit [Fintype m] [DecidableEq m] [Fintype n] [DecidableEq n] in
/-- Fixing the coordinate of one monomer in a state of `V ⊗ W` leaves a state of the other
monomer that lies in its own basis space. -/
theorem slice_mem {V : Submodule ℂ (m → ℂ)} {W : Submodule ℂ (n → ℂ)} {Ψ : m × n → ℂ}
    (hΨ : Ψ ∈ productSpace V W) :
    (∀ j, (fun i => Ψ (i, j)) ∈ V) ∧ (∀ i, (fun j => Ψ (i, j)) ∈ W) := by
  unfold productSpace at hΨ
  induction hΨ using Submodule.span_induction with
  | mem Φ h =>
    obtain ⟨x, hx, y, hy, rfl⟩ := h
    refine ⟨fun j => ?_, fun i => W.smul_mem (x i) hy⟩
    have e : (fun i => productState x y (i, j)) = y j • x := by
      funext i
      exact mul_comm _ _
    rw [e]
    exact V.smul_mem _ hx
  | zero => exact ⟨fun _ => V.zero_mem, fun _ => W.zero_mem⟩
  | add Φ Χ _ _ h1 h2 =>
    exact ⟨fun j => V.add_mem (h1.1 j) (h2.1 j), fun i => W.add_mem (h1.2 i) (h2.2 i)⟩
  | smul c Φ _ h =>
    exact ⟨fun j => V.smul_mem c (h.1 j), fun i => W.smul_mem c (h.2 i)⟩
```

Fixing $j$ in $x_iy_j$ leaves a multiple of $x$; fixing $i$ leaves a multiple of $y$. Induction over the span extends this to sums and multiples, so every slice lies in its monomer's space.

```lean
/-- The unnormalised energy of a state of the noninteracting dimer is the sum of the unnormalised
monomer energies of its slices. -/
theorem energy_dimer (A : Matrix m m ℂ) (B : Matrix n n ℂ) (Ψ : m × n → ℂ) :
    energy (dimer A B) Ψ
      = ∑ j, energy A (fun i => Ψ (i, j)) + ∑ i, energy B (fun j => Ψ (i, j)) := by
  have hmul : ∀ i j, (dimer A B *ᵥ Ψ) (i, j)
      = (A *ᵥ fun k => Ψ (k, j)) i + (B *ᵥ fun k => Ψ (i, k)) j := by
    intro i j
    have h1 : ((A ⊗ₖ (1 : Matrix n n ℂ)) *ᵥ Ψ) (i, j) = (A *ᵥ fun k => Ψ (k, j)) i := by
      simp only [Matrix.mulVec, dotProduct, Fintype.sum_prod_type, Matrix.kroneckerMap_apply]
      simp [Matrix.one_apply]
    have h2 : (((1 : Matrix m m ℂ) ⊗ₖ B) *ᵥ Ψ) (i, j) = (B *ᵥ fun k => Ψ (i, k)) j := by
      simp only [Matrix.mulVec, dotProduct, Fintype.sum_prod_type_right,
        Matrix.kroneckerMap_apply]
      simp [Matrix.one_apply]
    rw [dimer, Matrix.add_mulVec, Pi.add_apply, h1, h2]
  have h : star Ψ ⬝ᵥ (dimer A B *ᵥ Ψ)
      = ∑ j, (star fun i => Ψ (i, j)) ⬝ᵥ (A *ᵥ fun i => Ψ (i, j))
        + ∑ i, (star fun j => Ψ (i, j)) ⬝ᵥ (B *ᵥ fun j => Ψ (i, j)) := by
    simp only [dotProduct, Fintype.sum_prod_type, hmul, mul_add, Pi.star_apply,
      Finset.sum_add_distrib]
    refine congrArg₂ (· + ·) ?_ rfl
    exact Finset.sum_comm
  rw [energy, h, Complex.add_re, Complex.re_sum, Complex.re_sum]
  rfl
```

By hand (`hmul` in the code),
$$(D\Psi)_{ij}=\sum_kA_{ik}\Psi_{kj}+\sum_kB_{jk}\Psi_{ik}.$$
Multiplying by $\overline{\Psi_{ij}}$, summing and taking real parts gives
$$E_D(\Psi)=\sum_jE_A(\Psi_{\cdot j})+\sum_iE_B(\Psi_{i\cdot}).$$

```lean
/-- For Hermitian `A`, `B` and nonzero `V`, `W`, the lowest Ritz value of `A ⊗ 1 + 1 ⊗ B` on
`V ⊗ W` is the sum of the lowest Ritz values of `A` on `V` and of `B` on `W`. -/
theorem lowestRitz_dimer {A : Matrix m m ℂ} {B : Matrix n n ℂ} (hA : A.IsHermitian)
    (hB : B.IsHermitian) {V : Submodule ℂ (m → ℂ)} {W : Submodule ℂ (n → ℂ)}
    (hV : V ≠ ⊥) (hW : W ≠ ⊥) :
    lowestRitz (dimer A B) (productSpace V W) = lowestRitz A V + lowestRitz B W := by
  obtain ⟨⟨x, hx, hx0, hEx⟩, minA⟩ := rayleigh_ritz hA hV
  obtain ⟨⟨y, hy, hy0, hEy⟩, minB⟩ := rayleigh_ritz hB hW
  have hD : (dimer A B).IsHermitian := by
    simp only [Matrix.IsHermitian, dimer, Matrix.conjTranspose_add,
      Matrix.conjTranspose_kronecker, Matrix.conjTranspose_one, hA.eq, hB.eq]
  have hxy : productState x y ∈ productSpace V W := Submodule.subset_span ⟨x, hx, y, hy, rfl⟩
  have hN : sqNorm (productState x y) = sqNorm x * sqNorm y := by
    simp only [sqNorm, productState, Fintype.sum_prod_type, norm_mul, mul_pow,
      Finset.sum_mul_sum]
  have hpos : 0 < sqNorm (productState x y) := by
    rw [hN]
    exact mul_pos ((sqNorm_spec x).2 hx0) ((sqNorm_spec y).2 hy0)
  have hne : productSpace V W ≠ ⊥ := by
    intro h
    rw [h, Submodule.mem_bot] at hxy
    simp [hxy, sqNorm] at hpos
  obtain ⟨⟨Ψ, hΨ, hΨ0, hE⟩, hmin⟩ := rayleigh_ritz hD hne
  apply le_antisymm
  · -- the product of the monomer Ritz vectors is a trial state
    have h1 : ∀ j, energy A (fun i => productState x y (i, j)) = ‖y j‖ ^ 2 * energy A x := by
      intro j
      have e : (fun i => productState x y (i, j)) = y j • x := by
        funext i
        exact mul_comm _ _
      rw [e, energy_smul]
    have h2 : ∀ i, energy B (fun j => productState x y (i, j)) = ‖x i‖ ^ 2 * energy B y :=
      fun i => energy_smul B (x i) y
    have he : energy (dimer A B) (productState x y)
        = sqNorm y * energy A x + sqNorm x * energy B y := by
      rw [energy_dimer]
      simp only [h1, h2, ← Finset.sum_mul]
      rfl
    have ha : energy A x = lowestRitz A V * sqNorm x := by
      rw [energy, hEx x hx, Complex.re_ofReal_mul, (sqNorm_spec x).1]
    have hb : energy B y = lowestRitz B W * sqNorm y := by
      rw [energy, hEy y hy, Complex.re_ofReal_mul, (sqNorm_spec y).1]
    refine le_of_mul_le_mul_right ((hmin _ hxy).trans_eq ?_) hpos
    rw [he, ha, hb, hN]
    ring
  · -- each slice of the dimer state obeys the monomer bound
    have h1 : lowestRitz A V * sqNorm Ψ ≤ ∑ j, energy A (fun i => Ψ (i, j)) := by
      have e : sqNorm Ψ = ∑ j, sqNorm (fun i => Ψ (i, j)) := by
        simp only [sqNorm, Fintype.sum_prod_type_right]
      rw [e, Finset.mul_sum]
      exact Finset.sum_le_sum fun j _ => minA _ ((slice_mem hΨ).1 j)
    have h2 : lowestRitz B W * sqNorm Ψ ≤ ∑ i, energy B (fun j => Ψ (i, j)) := by
      have e : sqNorm Ψ = ∑ i, sqNorm (fun j => Ψ (i, j)) := by
        simp only [sqNorm, Fintype.sum_prod_type]
      rw [e, Finset.mul_sum]
      exact Finset.sum_le_sum fun i _ => minB _ ((slice_mem hΨ).2 i)
    have h3 := energy_dimer A B Ψ
    rw [energy, hE Ψ hΨ, Complex.re_ofReal_mul, (sqNorm_spec Ψ).1] at h3
    refine le_of_mul_le_mul_right ?_ ((sqNorm_spec Ψ).2 hΨ0)
    linarith
```

Let $a=\lambda_A(V)$ and $b=\lambda_B(W)$. `le_antisymm` splits the equality into two bounds.

For the upper bound, take the monomer Ritz vectors $x$ and $y$:
$$E_D(x\otimes y)=N(y)E_A(x)+N(x)E_B(y)=(a+b)N(x)N(y).$$
Since $N(x\otimes y)=N(x)N(y)$, the normalised energy is $a+b$.

For the lower bound, let $\Psi$ be the lowest dimer Ritz vector. Its slices obey the monomer bounds, and their squared norms sum to $N(\Psi)$ over either index. Hence $\lambda_D(V\otimes W)N(\Psi)=E_D(\Psi)\ge(a+b)N(\Psi)$.

```lean
/-- Spurious binding: for Hermitian `A`, `B` and nonzero monomer bases inside `W`, the
uncorrected interaction energy of the noninteracting dimer is never positive, and it is
negative exactly when the dimer basis lowers the energy of at least one monomer. -/
theorem spurious_binding {A B : Matrix n n ℂ} (hA : A.IsHermitian) (hB : B.IsHermitian)
    {W WA WB : Submodule ℂ (n → ℂ)} (hWA : WA ≠ ⊥) (hWB : WB ≠ ⊥)
    (hAW : WA ≤ W) (hBW : WB ≤ W) :
    interactionEnergy A B W WA WB ≤ 0 ∧
      (interactionEnergy A B W WA WB < 0 ↔
        lowestRitz A W < lowestRitz A WA ∨ lowestRitz B W < lowestRitz B WB) := by
  have hW := ne_bot_of_le_ne_bot hWA hAW
  have ha := lowestRitz_anti hA hWA hAW
  have hb := lowestRitz_anti hB hWB hBW
  rw [interactionEnergy, lowestRitz_dimer hA hB hW hW]
  refine ⟨by linarith, fun h => ?_, fun h => ?_⟩
  · by_contra hcon
    rw [not_or, not_lt, not_lt] at hcon
    linarith [hcon.1, hcon.2]
  · rcases h with h | h <;> linarith
```

With $V=W$, the interaction energy becomes
$$[\lambda_A(W)-\lambda_A(W_A)]+[\lambda_B(W)-\lambda_B(W_B)].$$
Neither bracket is positive, by `lowestRitz_anti`. The sum is therefore at most zero, and negative exactly when at least one monomer energy drops in the dimer basis. `linarith` does this arithmetic.

```lean
/-- Counterpoise correction: with both monomers computed in the nonzero dimer basis `W`, the
interaction energy of the noninteracting dimer with Hermitian `A`, `B` is zero. -/
theorem counterpoise_exact {A B : Matrix n n ℂ} (hA : A.IsHermitian) (hB : B.IsHermitian)
    {W : Submodule ℂ (n → ℂ)} (hW : W ≠ ⊥) : interactionEnergy A B W W W = 0 := by
  rw [interactionEnergy, lowestRitz_dimer hA hB hW hW]
  ring

end

end BasisSetSuperposition
```

Setting $W_A=W_B=W$ makes both brackets vanish. The basis $W$ may be far from complete: the monomer energies can still be wrong, but their errors cancel in the difference. For monomers that do interact, this theorem gives no estimate of the error left after counterpoise.

```lean
#print axioms BasisSetSuperposition.spurious_binding
#print axioms BasisSetSuperposition.counterpoise_exact
```

```
'BasisSetSuperposition.spurious_binding' depends on axioms: [propext, Classical.choice, Quot.sound]
'BasisSetSuperposition.counterpoise_exact' depends on axioms: [propext, Classical.choice, Quot.sound]
```
